# The distance read from the initial curvature of a finite-ensemble dipolar signal at one orientation is at most the mean distance

In a DEER experiment on a frozen sample of doubly spin-labelled molecules, conformers with different label distances contribute dipolar oscillations of different frequency to one signal. If a single distance is read from how sharply that signal bends down at time zero, how does it compare with the mean distance of the ensemble? The answer below is for a finite ensemble in which every spin-spin vector makes the same angle with the magnetic field.

```lean
import Mathlib

open Finset

namespace DeerInitialCurvature

noncomputable section

variable {ι : Type*} [Fintype ι]

/-- The dipolar signal `V(t) = ∑ pᵢ cos(c t / rᵢ³)` of an ensemble of conformers with weights `pᵢ`
and nonzero spin-spin distances `rᵢ`. -/
def signal (c : ℝ) (p r : ι → ℝ) (t : ℝ) : ℝ :=
  ∑ i, p i * Real.cos (c * t / r i ^ 3)

/-- The distance `(c² / (-V''(0)))^(1/6)` read from the initial curvature of the signal,
for nonzero distances and `V''(0) < 0`. -/
def curvatureDistance (c : ℝ) (p r : ι → ℝ) : ℝ :=
  (c ^ 2 / (-(deriv (deriv (signal c p r)) 0))) ^ (1 / 6 : ℝ)

/-- The ensemble mean distance `∑ pᵢ rᵢ`. -/
def meanDistance (p r : ι → ℝ) : ℝ := ∑ i, p i * r i

/-- The ensemble average `∑ pᵢ / rᵢ⁶` of the inverse sixth power of the distance,
for nonzero distances. -/
def inverseSixth (p r : ι → ℝ) : ℝ := ∑ i, p i / r i ^ 6

/-- An explicit rational function of two nonzero distances `x` and `m`, with the factor
`(x - m)²` in its numerator. -/
def tangentGap (x m : ℝ) : ℝ :=
  (x - m) ^ 2 * (6 * x ^ 5 + 5 * x ^ 4 * m + 4 * x ^ 3 * m ^ 2 + 3 * x ^ 2 * m ^ 3
    + 2 * x * m ^ 4 + m ^ 5) / (x ^ 6 * m ^ 7)

/-- The time derivative of the dipolar signal is a weighted sum of sines. -/
theorem signal_hasDerivAt (c : ℝ) (p r : ι → ℝ) (t : ℝ) :
    HasDerivAt (signal c p r)
      (∑ i, -(p i * (c / r i ^ 3) * Real.sin (c * t / r i ^ 3))) t := by
  have h : ∀ i ∈ (univ : Finset ι), HasDerivAt (fun s => p i * Real.cos (c * s / r i ^ 3))
      (-(p i * (c / r i ^ 3) * Real.sin (c * t / r i ^ 3))) t := by
    intro i _
    have h1 : HasDerivAt (fun s : ℝ => c * s / r i ^ 3) (c / r i ^ 3) t :=
      (((hasDerivAt_id' t).const_mul c).div_const (r i ^ 3)).congr_deriv (by rw [mul_one])
    exact (h1.cos.const_mul (p i)).congr_deriv (by ring)
  have h2 := HasDerivAt.fun_sum h
  exact h2

/-- The initial curvature of the signal is `V''(0) = -c² ∑ pᵢ / rᵢ⁶`. -/
theorem initial_curvature (c : ℝ) (p r : ι → ℝ) :
    deriv (deriv (signal c p r)) 0 = -(c ^ 2 * inverseSixth p r) := by
  have hd : deriv (signal c p r) =
      fun t => ∑ i, -(p i * (c / r i ^ 3) * Real.sin (c * t / r i ^ 3)) :=
    funext fun t => (signal_hasDerivAt c p r t).deriv
  have h : ∀ i ∈ (univ : Finset ι),
      HasDerivAt (fun t => -(p i * (c / r i ^ 3) * Real.sin (c * t / r i ^ 3)))
        (-(c ^ 2 * (p i / r i ^ 6))) 0 := by
    intro i _
    have h1 : HasDerivAt (fun s : ℝ => c * s / r i ^ 3) (c / r i ^ 3) 0 :=
      (((hasDerivAt_id' (0 : ℝ)).const_mul c).div_const (r i ^ 3)).congr_deriv (by rw [mul_one])
    refine (h1.sin.const_mul (p i * (c / r i ^ 3))).fun_neg.congr_deriv ?_
    simp only [mul_zero, zero_div, Real.cos_zero]
    ring
  rw [hd, (HasDerivAt.fun_sum h).deriv, sum_neg_distrib, ← mul_sum, inverseSixth]

/-- For positive distances and positive weights summing to one, the averages of `r` and of `1/r⁶`
are both positive. -/
theorem averages_pos {p r : ι → ℝ} (hp : ∀ i, 0 < p i) (hr : ∀ i, 0 < r i)
    (hsum : ∑ i, p i = 1) : 0 < meanDistance p r ∧ 0 < inverseSixth p r := by
  have hne : ∑ i, p i ≠ 0 := by rw [hsum]; exact one_ne_zero
  have hu := nonempty_of_sum_ne_zero hne
  exact ⟨sum_pos (fun i _ => mul_pos (hp i) (hr i)) hu,
    sum_pos (fun i _ => div_pos (hp i) (pow_pos (hr i) 6)) hu⟩

/-- For `c ≠ 0`, positive distances and positive weights summing to one, the curvature distance `R`
is positive and obeys `R⁶ = 1 / ∑ pᵢ rᵢ⁻⁶`. -/
theorem curvatureDistance_pow {c : ℝ} {p r : ι → ℝ} (hc : c ≠ 0) (hp : ∀ i, 0 < p i)
    (hr : ∀ i, 0 < r i) (hsum : ∑ i, p i = 1) :
    0 < curvatureDistance c p r ∧ curvatureDistance c p r ^ 6 = 1 / inverseSixth p r := by
  have hS := (averages_pos hp hr hsum).2
  have hpos : 0 < 1 / inverseSixth p r := one_div_pos.2 hS
  have hR : curvatureDistance c p r = (1 / inverseSixth p r) ^ (1 / 6 : ℝ) := by
    have hq : c ^ 2 / (c ^ 2 * inverseSixth p r) = 1 / inverseSixth p r := by
      field_simp
    rw [curvatureDistance, initial_curvature, neg_neg, hq]
  rw [hR]
  refine ⟨Real.rpow_pos_of_pos hpos _, ?_⟩
  rw [← Real.rpow_natCast, ← Real.rpow_mul hpos.le]
  norm_num

/-- For positive `x` and `m`, `tangentGap x m` is the height of `1/x⁶` above its tangent line
at `m`. -/
theorem tangentGap_eq {x m : ℝ} (hx : 0 < x) (hm : 0 < m) :
    tangentGap x m = 1 / x ^ 6 - (7 / m ^ 6 - 6 * x / m ^ 7) := by
  unfold tangentGap
  field_simp
  ring

/-- For positive distances and positive weights summing to one, the average of `1/r⁶` exceeds
`1/(mean distance)⁶` by exactly the average tangent gap. -/
theorem inverseSixth_sub {p r : ι → ℝ} (hp : ∀ i, 0 < p i) (hr : ∀ i, 0 < r i)
    (hsum : ∑ i, p i = 1) :
    inverseSixth p r - 1 / meanDistance p r ^ 6
      = ∑ i, p i * tangentGap (r i) (meanDistance p r) := by
  have hm := (averages_pos hp hr hsum).1
  have hmean : ∑ i, p i * r i = meanDistance p r := rfl
  have hS : ∑ i, p i / r i ^ 6 = inverseSixth p r := rfl
  have h : ∀ i, p i * tangentGap (r i) (meanDistance p r) = p i / r i ^ 6
      - 7 / meanDistance p r ^ 6 * p i + 6 / meanDistance p r ^ 7 * (p i * r i) := by
    intro i
    rw [tangentGap_eq (hr i) hm]
    ring
  -- one factor of the mean distance cancels
  have hcancel : 6 / meanDistance p r ^ 7 * meanDistance p r = 6 / meanDistance p r ^ 6 := by
    field_simp
  rw [sum_congr rfl (fun i _ => h i), sum_add_distrib, sum_sub_distrib, ← mul_sum, ← mul_sum,
    hsum, hmean, hS]
  linear_combination -hcancel

/-- For `c ≠ 0`, positive distances and positive weights summing to one, the distance read from the
initial curvature is at most the ensemble mean, with equality exactly when all distances agree. -/
theorem curvatureDistance_le_mean {c : ℝ} {p r : ι → ℝ} (hc : c ≠ 0) (hp : ∀ i, 0 < p i)
    (hr : ∀ i, 0 < r i) (hsum : ∑ i, p i = 1) :
    curvatureDistance c p r ≤ meanDistance p r ∧
      (curvatureDistance c p r = meanDistance p r ↔ ∀ i j, r i = r j) := by
  obtain ⟨hm, hS⟩ := averages_pos hp hr hsum
  obtain ⟨hR, hR6⟩ := curvatureDistance_pow hc hp hr hsum
  have hgap := inverseSixth_sub hp hr hsum
  have hm6 : 0 < meanDistance p r ^ 6 := pow_pos hm 6
  have hpos : ∀ i, r i ≠ meanDistance p r → 0 < tangentGap (r i) (meanDistance p r) := by
    intro i hi
    have hx := hr i
    have hne := sub_ne_zero.2 hi
    unfold tangentGap
    positivity
  have hzero : tangentGap (meanDistance p r) (meanDistance p r) = 0 := by
    simp [tangentGap]
  have hnn : ∀ i ∈ (univ : Finset ι), 0 ≤ p i * tangentGap (r i) (meanDistance p r) := by
    intro i _
    by_cases hi : r i = meanDistance p r
    · rw [hi, hzero, mul_zero]
    · exact (mul_pos (hp i) (hpos i hi)).le
  refine ⟨?_, ?_, ?_⟩
  · have hle := sum_nonneg hnn
    rw [← hgap] at hle
    refine (pow_le_pow_iff_left₀ hR.le hm.le (by norm_num : (6 : ℕ) ≠ 0)).1 ?_
    rw [hR6]
    exact (one_div_le hS hm6).2 (by linarith)
  · -- equality forces every tangent gap to vanish
    intro heq
    rw [heq] at hR6
    rw [hR6, one_div_one_div, sub_self] at hgap
    have hall : ∀ i, r i = meanDistance p r := by
      intro i
      by_contra hi
      have h0 := (sum_eq_zero_iff_of_nonneg hnn).1 hgap.symm i (mem_univ i)
      exact (mul_pos (hp i) (hpos i hi)).ne' h0
    intro i j
    rw [hall i, hall j]
  · intro hall
    have hmean : ∀ j, r j = meanDistance p r := by
      intro j
      rw [meanDistance, sum_congr rfl (fun i _ => by rw [hall i j]), ← sum_mul, hsum, one_mul]
    have h0 : ∑ i, p i * tangentGap (r i) (meanDistance p r) = 0 :=
      sum_eq_zero fun i _ => by rw [hmean i, hzero, mul_zero]
    rw [h0] at hgap
    refine (pow_left_inj₀ hR.le hm.le (by norm_num : (6 : ℕ) ≠ 0)).1 ?_
    rw [hR6, sub_eq_zero.1 hgap, one_div_one_div]

/-- For `c ≠ 0`, positive distances and positive weights summing to one, the distance read from the
initial curvature is at least the shortest distance in the ensemble. -/
theorem shortest_le_curvatureDistance {c : ℝ} {p r : ι → ℝ} (hc : c ≠ 0) (hp : ∀ i, 0 < p i)
    (hr : ∀ i, 0 < r i) (hsum : ∑ i, p i = 1) (k : ι) (hk : ∀ i, r k ≤ r i) :
    r k ≤ curvatureDistance c p r := by
  have hS := (averages_pos hp hr hsum).2
  obtain ⟨hR, hR6⟩ := curvatureDistance_pow hc hp hr hsum
  have hle : inverseSixth p r ≤ 1 / r k ^ 6 := by
    calc inverseSixth p r ≤ ∑ i, p i / r k ^ 6 :=
          sum_le_sum fun i _ => div_le_div_of_nonneg_left (hp i).le (pow_pos (hr k) 6)
            (pow_le_pow_left₀ (hr k).le (hk i) 6)
      _ = 1 / r k ^ 6 := by rw [← sum_div, hsum]
  refine (pow_le_pow_iff_left₀ (hr k).le hR.le (by norm_num : (6 : ℕ) ≠ 0)).1 ?_
  rw [hR6]
  exact (le_one_div (pow_pos (hr k) 6) hS).2 hle

end

end DeerInitialCurvature
```

```lean
#print axioms DeerInitialCurvature.curvatureDistance_le_mean
#print axioms DeerInitialCurvature.shortest_le_curvatureDistance
```

```
'DeerInitialCurvature.curvatureDistance_le_mean' depends on axioms: [propext, Classical.choice, Quot.sound]
'DeerInitialCurvature.shortest_le_curvatureDistance' depends on axioms: [propext, Classical.choice, Quot.sound]
```

## Two distances from one ensemble

Number the conformers by \(i\), and let conformer \(i\) have label distance \(r_i>0\) and weight \(p_i>0\), with \(\sum_i p_i=1\). The signal at time \(t\) is

\[
V(t)=\sum_i p_i\cos\!\left(\frac{c\,t}{r_i^3}\right),
\]

where \(c\neq 0\) is the dipolar constant. If there were only one distance \(r\), the curvature at time zero would be \(V''(0)=-c^2/r^6\), and solving for \(r\) would return the true distance. Applied to an ensemble, the same recipe gives

\[
R=\left(\frac{c^2}{-V''(0)}\right)^{1/6}.
\]

The theorem `curvatureDistance_le_mean` compares \(R\) with the mean distance \(m=\sum_i p_i r_i\). It states that \(R\le m\), and that \(R=m\) holds exactly when all \(r_i\) agree. The theorem `shortest_le_curvatureDistance` adds a bound from below: if conformer \(k\) has the shortest distance, then \(r_k\le R\).

In Lean the conformers are the elements of an arbitrary finite type `ι`, and `p` and `r` are real-valued functions on it. The signal \(V\) is `signal c p r`, \(R\) is `curvatureDistance c p r`, and \(m\) is `meanDistance p r`. The definition of `curvatureDistance` contains the actual second derivative, `deriv (deriv (signal c p r)) 0`, so its relation to the distances has to be proved. The hypotheses `hc`, `hp`, `hr` and `hsum` say that \(c\) is nonzero, that weights and distances are positive, and that the weights sum to one. Agreement of all distances is written `∀ i j, r i = r j`. A single conformer is allowed, and then \(R=m=r_i\).

## The physics behind the constant and the weights

The letter \(c\) is not the speed of light. It is the strength of the secular dipolar coupling between the two electron spins, as an angular frequency times a length cubed, including the factor that depends on the angle between the spin-spin vector and the magnetic field. The condition \(c\neq0\) says that the spins do couple at that angle; at the magic angle they would not, and the signal would carry no distance information. The sign of \(c\) has no influence on the cosine.

The weights are populations of conformers that stay fixed while the signal evolves. Their normalisation gives \(V(0)=1\), as for a signal from which the background and the unmodulated part have been removed and which has then been rescaled to one at time zero.

The step from this model to a measured trace is the identification of that trace with a sum of cosines sharing one angular factor. A frozen solution contains all orientations, and the hypotheses say nothing about averaging over them.

For simulation practice, the result concerns the comparison of a conformer ensemble with a distance obtained from the initial curvature. Within this finite, single-orientation model, any spread in the distances puts \(R\) below the mean, so the mean is not the number to compare with. The value that the simulated ensemble predicts for \(R\) is \(\left(\sum_i p_i/r_i^6\right)^{-1/6}\), and a distance obtained from the curvature of a signal should be compared with that.

## The curvature measures an inverse sixth moment

Write \(\omega_i=c/r_i^3\). Differentiating once gives

\[
V'(t)=-\sum_i p_i\,\omega_i\sin(\omega_i t),
\]

and differentiating again at \(t=0\), where every cosine equals one, gives

\[
V''(0)=-\sum_i p_i\,\omega_i^2=-c^2S,\qquad S=\sum_i\frac{p_i}{r_i^6}.
\]

These are the lemmas `signal_hasDerivAt` and `initial_curvature`, with \(S\) called `inverseSixth p r`. Both differentiate one summand by the chain rule and then add the summands with `HasDerivAt.fun_sum`.

Since the weights sum to one, there is at least one conformer, so \(m\) and \(S\) are sums of positive terms over a nonempty set. This is `averages_pos`. The constant \(c^2\) then cancels in the definition of \(R\), and

\[
R=\left(\frac1S\right)^{1/6}>0,\qquad R^6=\frac1S.
\]

The lemma `curvatureDistance_pow` records these two facts. From here on only sixth powers of positive numbers are compared, and the fractional exponent does not return.

## The tangent line at the mean distance

The comparison of \(S\) with \(1/m^6\) rests on the convexity of \(1/x^6\) for \(x>0\). To obtain the equality case together with the inequality, the convexity is written as an explicit gap. The tangent line to \(1/x^6\) at \(x=m\) is

\[
\frac1{m^6}-\frac{6(x-m)}{m^7}=\frac7{m^6}-\frac{6x}{m^7}.
\]

The height of the curve above this line is

\[
g(x,m)=\frac1{x^6}-\frac7{m^6}+\frac{6x}{m^7}
=\frac{6x^7-7x^6m+m^7}{x^6m^7},
\]

and the numerator factorises as

\[
(x-m)^2\left(6x^5+5x^4m+4x^3m^2+3x^2m^3+2xm^4+m^5\right).
\]

For positive \(x\) and \(m\) the second factor is positive, so \(g\ge0\), with \(g=0\) only at \(x=m\). In Lean, `tangentGap` is defined by the factorised form, and `tangentGap_eq` shows that it equals the height above the tangent: `field_simp` clears the denominators and `ring` checks the polynomial identity.

Now set \(x=r_i\), multiply by \(p_i\) and sum. With \(\sum_i p_i=1\) and \(\sum_i p_i r_i=m\),

\[
\sum_i p_i\,g(r_i,m)=S-\frac7{m^6}+\frac{6m}{m^7}=S-\frac1{m^6}.
\]

This is `inverseSixth_sub`. The proof splits the sum into its three parts, and `hcancel` supplies the simplification of \(6m/m^7\) to \(6/m^6\).

## Both bounds and the case of equality

Every term \(p_i\,g(r_i,m)\) is nonnegative, so \(S\ge1/m^6\). Therefore \(R^6=1/S\le m^6\), and since both numbers are positive, \(R\le m\). In the proof of `curvatureDistance_le_mean`, `hpos` obtains the strict positivity of the gap for \(r_i\neq m\) from the factorised form by `positivity`, `hzero` gives its vanishing at the mean, and `hnn` combines the two. The last step from sixth powers to distances is `pow_le_pow_iff_left₀`.

Suppose next that \(R=m\). Then \(S=1/m^6\), and the weighted gaps sum to zero. Nonnegative terms with zero sum all vanish (`sum_eq_zero_iff_of_nonneg`), and since \(p_i>0\), this forces \(g(r_i,m)=0\), hence \(r_i=m\) for every \(i\). Conversely, if all distances agree, their common value is \(m\) because the weights sum to one. All gaps are then zero, so \(S=1/m^6\) and \(R^6=m^6\), which gives \(R=m\) by `pow_left_inj₀`.

For the lower bound, let \(r_k\le r_i\) for all \(i\). Replacing every distance in \(S\) by the shortest one can only increase the sum:

\[
S\le\sum_i\frac{p_i}{r_k^6}=\frac1{r_k^6}.
\]

Hence \(R^6=1/S\ge r_k^6\), and \(r_k\le R\). The `calc` block in `shortest_le_curvatureDistance` proves the displayed bound on \(S\), and the lines after it pass from that bound to \(r_k\le R\).

## An unpopulated conformer spoils the equality case

Take two conformers with \(r_1=1\) and \(r_2=2\) in some unit of length, and weights \(p_1=1\) and \(p_2=0\). The second conformer contributes neither to the signal nor to the mean, so \(R=m=1\), although the two distances differ. Nonnegative weights are therefore not enough for the statement that equality makes all listed distances agree.
